# For 2k electrons in Kramers pairs, full CI without spin symmetry has at most 2k + 1 times the determinants of the zero-spin-projection block

Before a full CI calculation in n Kramers pairs of positive-energy four-component spinors is started, the length of its CI vector can be estimated from the nonrelativistic determinant count for n spatial orbitals. For 2k electrons, giving up spin symmetry multiplies the count at zero spin projection by at most 2k + 1, whatever n is.

```lean
import Mathlib

open Finset

namespace KramersDeterminantCount

/-- The determinants of `N` electrons in `n` Kramers pairs: all sets of `N` occupied spinors,
where the two summands hold the two partners of each pair. -/
def fullCI (n N : ℕ) : Finset (Finset (Fin n ⊕ Fin n)) :=
  powersetCard N univ

/-- The block of zero spin projection: the determinants with as many spin-up orbitals
(left summand) as spin-down orbitals (right summand). -/
def zeroSpinBlock (n N : ℕ) : Finset (Finset (Fin n ⊕ Fin n)) :=
  (fullCI n N).filter (fun D => D.toLeft.card = D.toRight.card)

/-- Without spin symmetry, `N` electrons are distributed freely over `2n` spinors. -/
theorem card_fullCI (n N : ℕ) : (fullCI n N).card = (2 * n).choose N := by
  simp [fullCI, two_mul]

/-- With zero spin projection, `2k` electrons form a spin-up string and a spin-down string
of `k` electrons each, chosen independently. -/
theorem card_zeroSpinBlock (n k : ℕ) :
    (zeroSpinBlock n (2 * k)).card = n.choose k ^ 2 := by
  have h : (zeroSpinBlock n (2 * k)).card =
      ((powersetCard k (univ : Finset (Fin n))) ×ˢ
        (powersetCard k (univ : Finset (Fin n)))).card := by
    -- a determinant is the same thing as its pair of strings
    refine Finset.card_nbij' (fun D => (D.toLeft, D.toRight))
      (fun p => p.1.disjSum p.2) ?_ ?_ ?_ ?_
    · intro D hD
      have hc : D.toLeft.card + D.toRight.card = D.card :=
        Finset.card_toLeft_add_card_toRight
      simp [zeroSpinBlock, fullCI, mem_powersetCard] at hD ⊢
      omega
    · intro p hp
      simp [mem_powersetCard] at hp
      simp [zeroSpinBlock, fullCI, mem_powersetCard, hp.1, hp.2, two_mul]
    · intro D _
      ext x
      cases x <;> simp
    · intro p _
      ext x <;> simp
  rw [h, card_product, card_powersetCard, card_univ, Fintype.card_fin, sq]

/-- Exact relation between the two dimensions for `2k` electrons in `k + m` Kramers pairs,
in terms of central binomial coefficients. -/
theorem dimension_relation (k m : ℕ) :
    (fullCI (k + m) (2 * k)).card * k.centralBinom * m.centralBinom =
      (k + m).centralBinom * (zeroSpinBlock (k + m) (2 * k)).card := by
  rw [card_fullCI, card_zeroSpinBlock]
  have key : ∀ i j : ℕ,
      (i + j).choose i * i.factorial * j.factorial = (i + j).factorial := by
    intro i j
    have h := Nat.choose_mul_factorial_mul_factorial (Nat.le_add_right i j)
    rwa [Nat.add_sub_cancel_left] at h
  have central : ∀ j : ℕ,
      j.centralBinom * j.factorial * j.factorial = (2 * j).factorial := by
    intro j
    rw [Nat.centralBinom_eq_two_mul_choose, two_mul]
    exact key j j
  have h1 : (2 * (k + m)).choose (2 * k) * (2 * k).factorial * (2 * m).factorial =
      (2 * (k + m)).factorial := by
    rw [mul_add]
    exact key _ _
  have hpos : 0 < k.factorial ^ 2 * m.factorial ^ 2 := by positivity
  -- after multiplication by the string factorials both sides equal `(2(k+m))!`
  apply Nat.eq_of_mul_eq_mul_right hpos
  calc (2 * (k + m)).choose (2 * k) * k.centralBinom * m.centralBinom *
        (k.factorial ^ 2 * m.factorial ^ 2)
      = (2 * (k + m)).choose (2 * k) * (k.centralBinom * k.factorial * k.factorial) *
          (m.centralBinom * m.factorial * m.factorial) := by ring
    _ = (2 * (k + m)).factorial := by rw [central k, central m, h1]
    _ = (k + m).centralBinom * (k + m).factorial * (k + m).factorial :=
        (central (k + m)).symm
    _ = (k + m).centralBinom * ((k + m).choose k * k.factorial * m.factorial) *
          ((k + m).choose k * k.factorial * m.factorial) := by rw [key k m]
    _ = (k + m).centralBinom * (k + m).choose k ^ 2 *
          (k.factorial ^ 2 * m.factorial ^ 2) := by ring

/-- Adding `k` steps to a central binomial coefficient multiplies it by at most `4 ^ k`. -/
theorem centralBinom_growth (k m : ℕ) :
    (k + m).centralBinom ≤ 4 ^ k * m.centralBinom := by
  induction k with
  | zero => simp
  | succ k ih =>
    have step : (k + m + 1).centralBinom ≤ 4 * (k + m).centralBinom := by
      have h := Nat.succ_mul_centralBinom_succ (k + m)
      refine Nat.le_of_mul_le_mul_left ?_ (Nat.succ_pos (k + m))
      change (k + m + 1) * (k + m + 1).centralBinom ≤
        (k + m + 1) * (4 * (k + m).centralBinom)
      rw [h]
      nlinarith [Nat.zero_le (k + m).centralBinom]
    rw [show k + 1 + m = k + m + 1 by ring, pow_succ]
    linarith

/-- Stronger bound: the full CI space of `2k` electrons exceeds the block of zero spin
projection by at most the factor `4 ^ k / C(2k, k)`, for any number of Kramers pairs. -/
theorem fullCI_le_strong (n k : ℕ) :
    (fullCI n (2 * k)).card * k.centralBinom ≤
      4 ^ k * (zeroSpinBlock n (2 * k)).card := by
  rcases le_or_gt k n with hk | hk
  · obtain ⟨m, rfl⟩ := Nat.exists_eq_add_of_le hk
    refine Nat.le_of_mul_le_mul_right ?_ (Nat.centralBinom_pos m)
    rw [dimension_relation]
    calc (k + m).centralBinom * (zeroSpinBlock (k + m) (2 * k)).card
        ≤ (4 ^ k * m.centralBinom) * (zeroSpinBlock (k + m) (2 * k)).card :=
          Nat.mul_le_mul_right _ (centralBinom_growth k m)
      _ = 4 ^ k * (zeroSpinBlock (k + m) (2 * k)).card * m.centralBinom := by ring
  · -- more electrons than spinors: there are no determinants
    rw [card_fullCI, Nat.choose_eq_zero_of_lt (by omega), zero_mul]
    exact Nat.zero_le _

/-- The factor `4 ^ k / C(2k, k)` is at most `2k + 1`. -/
theorem four_pow_le (k : ℕ) : 4 ^ k ≤ (2 * k + 1) * k.centralBinom := by
  induction k with
  | zero => simp
  | succ k ih =>
    have h := Nat.succ_mul_centralBinom_succ k
    rw [pow_succ]
    nlinarith [Nat.zero_le (k + 1).centralBinom]

/-- Full CI of `2k` electrons in `n` Kramers pairs without spin symmetry has at least as many
determinants as the block of zero spin projection, and at most `2k + 1` times as many. -/
theorem fullCI_bounds (n k : ℕ) :
    (zeroSpinBlock n (2 * k)).card ≤ (fullCI n (2 * k)).card ∧
      (fullCI n (2 * k)).card ≤ (2 * k + 1) * (zeroSpinBlock n (2 * k)).card := by
  refine ⟨Finset.card_filter_le _ _, ?_⟩
  refine Nat.le_of_mul_le_mul_right ?_ (Nat.centralBinom_pos k)
  calc (fullCI n (2 * k)).card * k.centralBinom
      ≤ 4 ^ k * (zeroSpinBlock n (2 * k)).card := fullCI_le_strong n k
    _ ≤ ((2 * k + 1) * k.centralBinom) * (zeroSpinBlock n (2 * k)).card :=
        Nat.mul_le_mul_right _ (four_pow_le k)
    _ = (2 * k + 1) * (zeroSpinBlock n (2 * k)).card * k.centralBinom := by ring

/-- For two electrons in `n` Kramers pairs, the full CI space falls short of twice the block
of zero spin projection by exactly `n` determinants. -/
theorem two_electrons (n : ℕ) :
    (fullCI n 2).card + n = 2 * (zeroSpinBlock n 2).card := by
  have hb : (zeroSpinBlock n 2).card = n ^ 2 := by
    have h := card_zeroSpinBlock n 1
    rwa [Nat.choose_one_right] at h
  rw [card_fullCI, hb]
  clear hb
  induction n with
  | zero => simp
  | succ n ih =>
    -- Pascal's rule for the two spinors of the added pair
    have e1 : (2 * n + 1 + 1).choose 2 = (2 * n + 1) + (2 * n + 1).choose 2 := by
      have h := Nat.choose_succ_succ' (2 * n + 1) 1
      rwa [Nat.choose_one_right] at h
    have e2 : (2 * n + 1).choose 2 = 2 * n + (2 * n).choose 2 := by
      have h := Nat.choose_succ_succ' (2 * n) 1
      rwa [Nat.choose_one_right] at h
    rw [show 2 * (n + 1) = 2 * n + 1 + 1 by ring, e1, e2]
    nlinarith [ih]

end KramersDeterminantCount
```

```lean
#print axioms KramersDeterminantCount.fullCI_bounds
#print axioms KramersDeterminantCount.two_electrons
```

```
'KramersDeterminantCount.fullCI_bounds' depends on axioms: [propext, Classical.choice, Quot.sound]
'KramersDeterminantCount.two_electrons' depends on axioms: [propext, Classical.choice, Quot.sound]
```

## Determinants as sets of occupied spinors

The type `Fin n ⊕ Fin n` labels 2n spinors, with the two partners of each Kramers pair in different summands. A determinant is a finite set of occupied labels. `fullCI n N` contains all sets of N labels, and `zeroSpinBlock n N` keeps those with equally many labels from each summand. In the nonrelativistic case the summands are spin up and spin down, and n is the number of spatial orbitals.

The theorem `fullCI_bounds` says that, for all natural n and k, the block of 2k electrons is no larger than the full space, which in turn is at most 2k + 1 times as large as the block. If k > n, both are empty. The electron number must be even: for odd N the block is empty, while the full space need not be.

The statement compares dimensions only. No Hamiltonian appears, time reversal enters just through the pairing of labels, and point-group symmetry and truncated CI are left aside. Nor does the ratio measure computing time or memory per coefficient, which may be complex in the relativistic case.

## Counting both spaces

Write F for the size of the full space and B for that of the block. Choosing 2k of 2n spinors gives F = C(2n,2k), which is `card_fullCI`. A determinant in the block is a pair of strings with k electrons each, chosen independently, so B = C(n,k)². In `card_zeroSpinBlock`, `Finset.card_nbij'` proves this by splitting a determinant into its strings and joining them again. The lower bound B ≤ F holds because the block is a subset.

For k ≤ n put m = n − k and c_j = C(2j,j), which is `centralBinom` in Lean. Then

F = (2n)! / ((2k)! (2m)!),  c_k = (2k)! / (k!)²,  c_m = (2m)! / (m!)²,

and multiplication gives

F c_k c_m = (2n)! / ((k!)² (m!)²) = c_n (n! / (k! m!))² = c_n B.

This is `dimension_relation`. Lean avoids the fractions by multiplying both sides by (k!)² (m!)² and cancelling this positive factor.

## One recursion gives both estimates

The inequalities rest on Mathlib's `Nat.succ_mul_centralBinom_succ`:

(j + 1) c_{j+1} = 2(2j + 1) c_j.

The right side is at most 4(j + 1) c_j, so c_{j+1} ≤ 4 c_j. Taking k such steps from m gives c_n ≤ 4^k c_m, which is `centralBinom_growth`. Inserting this in the exact relation and cancelling c_m > 0 yields `fullCI_le_strong`:

F c_k ≤ 4^k B.

The same recursion bounds 4^k in `four_pow_le`. At k = 0 the claim 4^k ≤ (2k + 1) c_k reads 1 ≤ 1. If it holds for k, then

4^(k+1) ≤ 4(2k + 1) c_k = 2(k + 1) c_{k+1} ≤ (2k + 3) c_{k+1}.

Hence F c_k ≤ (2k + 1) c_k B, and cancelling c_k > 0 gives the upper bound.

Because the recursion is an equation between natural numbers, `nlinarith` can use it without any division. The hint supplied in each induction, that a central binomial coefficient is nonnegative, covers the slack: 2c_j in the first estimate and c_{k+1} in the second.

The stronger factor 4^k / c_k can be much smaller than 2k + 1. For ten electrons it is 1024/252, about 4.1, compared with 11.

## Two electrons

For k = 1 the counts are F = n(2n − 1) and B = n², so

F + n = 2B.

The theorem `two_electrons` proves this by adding one pair at a time, with Pascal's rule applied once for each new spinor. For n ≥ 1 the ratio F/B is 2 − 1/n. It equals 1 for a single pair, where the only determinant fills both spinors, and approaches 2 as pairs are added. The stronger factor is exactly 2 here, so no smaller constant would serve for every n, while 2k + 1 gives 3.
